# The $L^{-6}$ periodic-image error of a pairwise dispersion energy with an $r^{-6}$ tail

When a molecule is computed in a periodic cell, its nonlocal correlation energy includes the interaction with its own images. If the leading power of that error in the cell size is known, the energies from two cells can be combined so that the leading error cancels. The problems below find the rate for a model of a van der Waals density functional (vdW-DF) with fixed point weights and a kernel that depends on distance alone.

## The model

The cell is a cube of side $L$, and its images are labelled by nonzero integer triples $m$. We write $\|m\|$ for the Euclidean length of `latticeVec m`, and $S=\sum_{m\ne0}\|m\|^{-6}$ for `latticeSum`.

```lean
import Mathlib

open Filter Topology

namespace VdwDFPeriodicCell

noncomputable section

/-- Three-dimensional Euclidean space. -/
abbrev Space := EuclideanSpace ℝ (Fin 3)

/-- The labels of the periodic images: nonzero integer triples. -/
abbrev Image := {m : ℤ × ℤ × ℤ // m ≠ 0}

/-- The vector of the simple cubic lattice of unit spacing with integer coordinates `m`. -/
def latticeVec (m : ℤ × ℤ × ℤ) : Space := !₂[(m.1 : ℝ), (m.2.1 : ℝ), (m.2.2 : ℝ)]

/-- The lattice sum of `‖m‖⁻⁶` over the nonzero vectors of the simple cubic lattice. -/
def latticeSum : ℝ := ∑' m : Image, (‖latticeVec m.1‖ ^ 6)⁻¹
```

Points $x_i$ carry real weights $w_i$ with sum $N$. If a weight is a density times a volume element, $N$ is the electron number. Half the interaction energy with a copy displaced by $v$ is

$$E(v)=\tfrac12\sum_{i,j}w_iw_j\,\varphi(\|x_i-x_j+v\|).$$

```lean
variable {ι : Type*} [Fintype ι]

/-- Half the interaction, through the kernel `φ`, of the weighted points with a copy of
themselves displaced by `v`. -/
def pairEnergy (φ : ℝ → ℝ) (w : ι → ℝ) (x : ι → Space) (v : Space) : ℝ :=
  1 / 2 * ∑ i, ∑ j, w i * w j * φ ‖x i - x j + v‖
```

Summing $E(Lm)$ over $m\neq0$ gives `imageEnergy`, written $E_{\rm im}(L)$. Summing over all $m$ gives `periodicEnergy`, written $E_{\rm per}(L)$. The isolated energy is $E(0)$, including the terms $i=j$.

```lean
/-- The interaction energy per cell with all periodic images, for a cubic cell of side `L`. -/
def imageEnergy (φ : ℝ → ℝ) (w : ι → ℝ) (x : ι → Space) (L : ℝ) : ℝ :=
  ∑' m : Image, pairEnergy φ w x (L • latticeVec m.1)

/-- The nonlocal energy per cell of the periodic system, for a cubic cell of side `L`. -/
def periodicEnergy (φ : ℝ → ℝ) (w : ι → ℝ) (x : ι → Space) (L : ℝ) : ℝ :=
  ∑' m : ℤ × ℤ × ℤ, pairEnergy φ w x (L • latticeVec m)
```

The one assumption on $\varphi$, `hφ`, is $r^6\varphi(r)\to-C$ as $r\to\infty$. For $C>0$ this is the non-retarded London attraction; the proofs allow any real $C$ and any short-range form of $\varphi$. The actual vdW-DF kernel also depends on the density and its gradient at both points. That dependence, and any response of the density to the cell, is left out. In Lean, `∀ᶠ L in atTop` means "for all sufficiently large $L$".

## Problems

### (a) Length of a lattice vector

Express the squared length through the integer coordinates:
$$\|(a,b,c)\|^2=a^2+b^2+c^2.$$

This is the Euclidean norm written out in three components.

```lean
lemma norm_sq_latticeVec (a b c : ℤ) :
    ‖latticeVec (a, b, c)‖ ^ 2 = (a : ℝ) ^ 2 + (b : ℝ) ^ 2 + (c : ℝ) ^ 2 := by
  rw [EuclideanSpace.norm_sq_eq]
  simp [latticeVec, Fin.sum_univ_three]
```

### (b) The shortest translation

Show that every nonzero triple satisfies
$$\|m\|\ge1.$$

The integer $a^2+b^2+c^2$ is nonnegative and vanishes only if $a=b=c=0$. Otherwise it is at least 1, and so is its square root. Lean proves the integer inequality `hz` by contradiction and then casts it to the reals.

```lean
/-- Every nonzero vector of the unit cubic lattice has length at least one. -/
theorem one_le_norm_latticeVec (m : Image) : 1 ≤ ‖latticeVec m.1‖ := by
  obtain ⟨⟨a, b, c⟩, hm⟩ := m
  have hz : 1 ≤ a ^ 2 + b ^ 2 + c ^ 2 := by
    by_contra h
    have h' : a ^ 2 + b ^ 2 + c ^ 2 ≤ 0 := by linarith [not_le.1 h]
    have ha : a = 0 := (pow_eq_zero_iff two_ne_zero).1
      (le_antisymm (by linarith [sq_nonneg b, sq_nonneg c]) (sq_nonneg a))
    have hb : b = 0 := (pow_eq_zero_iff two_ne_zero).1
      (le_antisymm (by linarith [sq_nonneg a, sq_nonneg c]) (sq_nonneg b))
    have hc : c = 0 := (pow_eq_zero_iff two_ne_zero).1
      (le_antisymm (by linarith [sq_nonneg a, sq_nonneg b]) (sq_nonneg c))
    exact hm (by simp [ha, hb, hc])
  have hR : (1 : ℝ) ≤ (a : ℝ) ^ 2 + (b : ℝ) ^ 2 + (c : ℝ) ^ 2 := by exact_mod_cast hz
  have hn := norm_sq_latticeVec a b c
  change 1 ≤ ‖latticeVec (a, b, c)‖
  nlinarith [norm_nonneg (latticeVec (a, b, c))]
```

### (c) Convergence of the lattice sum

Show that
$$\sum_{m\neq0}\|m\|^{-6}<\infty.$$

Put $n=\|m\|$. Since $n^2\ge1$ and $n^2\ge a^2$, we have $1+a^2\le2n^2$, and likewise for $b$ and $c$. Multiplying the three inequalities gives
$$n^{-6}\le\frac{8}{(1+a^2)(1+b^2)(1+c^2)}.$$
The sum of the right side over all triples is 8 times the cube of $\sum_k(1+k^2)^{-1}$, which converges by comparison with $\sum_{k\ne0}k^{-2}$ plus the term 1 at $k=0$. These are `h1` for the single series, `h3` for the product and `h4` for its restriction to nonzero triples.

```lean
/-- The sum of `‖m‖⁻⁶` over the nonzero vectors of the cubic lattice converges. -/
theorem summable_lattice : Summable fun m : Image => (‖latticeVec m.1‖ ^ 6)⁻¹ := by
  have h1 : Summable fun k : ℤ => (1 + (k : ℝ) ^ 2)⁻¹ := by
    refine Summable.of_nonneg_of_le (fun k => by positivity) (fun k => ?_)
      ((Real.summable_one_div_int_pow.2 one_lt_two).add
        (hasSum_ite_eq (0 : ℤ) (1 : ℝ)).summable)
    by_cases hk : k = 0
    · subst hk
      simp
    · have hk' : (k : ℝ) ≠ 0 := by exact_mod_cast hk
      rw [if_neg hk, add_zero, one_div]
      exact inv_anti₀ (by positivity) (by linarith)
  have hn : ∀ k : ℤ, 0 ≤ (1 + (k : ℝ) ^ 2)⁻¹ := fun k => by positivity
  have h3 := h1.mul_of_nonneg (h1.mul_of_nonneg h1 hn hn) hn
    (fun p => mul_nonneg (hn p.1) (hn p.2))
  have h4 : Summable fun m : Image => 8 * ((1 + (m.1.1 : ℝ) ^ 2)⁻¹ *
      ((1 + (m.1.2.1 : ℝ) ^ 2)⁻¹ * (1 + (m.1.2.2 : ℝ) ^ 2)⁻¹)) :=
    (h3.mul_left 8).comp_injective Subtype.val_injective
  refine Summable.of_nonneg_of_le (fun m => by positivity) (fun m => ?_) h4
  have h0 := one_le_norm_latticeVec m
  obtain ⟨⟨a, b, c⟩, hm⟩ := m
  have hs := norm_sq_latticeVec a b c
  change 1 ≤ ‖latticeVec (a, b, c)‖ at h0
  change (‖latticeVec (a, b, c)‖ ^ 6)⁻¹ ≤
    8 * ((1 + (a : ℝ) ^ 2)⁻¹ * ((1 + (b : ℝ) ^ 2)⁻¹ * (1 + (c : ℝ) ^ 2)⁻¹))
  generalize ‖latticeVec (a, b, c)‖ = n at h0 hs ⊢
  have hn1 : 1 ≤ n ^ 2 := one_le_pow₀ h0
  -- each factor `1 + a²` is at most `2 n²`
  have hA : 1 + (a : ℝ) ^ 2 ≤ 2 * n ^ 2 := by linarith [sq_nonneg (b : ℝ), sq_nonneg (c : ℝ)]
  have hB : 1 + (b : ℝ) ^ 2 ≤ 2 * n ^ 2 := by linarith [sq_nonneg (a : ℝ), sq_nonneg (c : ℝ)]
  have hC : 1 + (c : ℝ) ^ 2 ≤ 2 * n ^ 2 := by linarith [sq_nonneg (a : ℝ), sq_nonneg (b : ℝ)]
  have hp := mul_le_mul hA (mul_le_mul hB hC (by positivity) (by positivity))
    (by positivity) (by positivity)
  have hn6 : 0 < n ^ 6 := pow_pos (by linarith) 6
  rw [← mul_inv, ← mul_inv, ← div_eq_mul_inv, ← one_div,
    div_le_div_iff₀ hn6 (by positivity)]
  linarith
```

### (d) Sign of the lattice sum

Show that
$$S>0.$$

All terms are nonnegative, and the term at $(1,0,0)$ is positive.

```lean
/-- The lattice sum of `‖m‖⁻⁶` is strictly positive. -/
theorem latticeSum_pos : 0 < latticeSum :=
  summable_lattice.tsum_pos (fun m => by positivity) ⟨(1, 0, 0), by simp⟩
    (inv_pos.2 (pow_pos (one_pos.trans_le (one_le_norm_latticeVec _)) 6))
```

### (e) A bound uniform in direction and distance

Fix $d\in\mathbb R^3$. Show that for all sufficiently large $L$, and all $v$ with $\|v\|\ge1$ at once,
$$|L^6\varphi(\|d+Lv\|)|\le\frac{64(|C|+1)}{\|v\|^6}.$$

Choose $R$ with $|r^6\varphi(r)|\le|C|+1$ for $r\ge R$, and take $L>0$ with $L\ge2R$ and $L\ge2\|d\|$. With $r=\|d+Lv\|$, the triangle inequality gives
$$L\|v\|\le r+\|d\|\le r+\tfrac12L\|v\|.$$
Hence $L\|v\|\le2r$, and $r\ge L/2\ge R$. Therefore
$$L^6\|v\|^6|\varphi(r)|\le64\,r^6|\varphi(r)|\le64(|C|+1).$$
The final `calc` block is this chain.

```lean
variable {φ : ℝ → ℝ} {C : ℝ}

lemma term_bound (hφ : Tendsto (fun r => r ^ 6 * φ r) atTop (𝓝 (-C))) (d : Space) :
    ∀ᶠ L : ℝ in atTop, ∀ v : Space, 1 ≤ ‖v‖ →
      |L ^ 6 * φ ‖d + L • v‖| ≤ 64 * (|C| + 1) * (‖v‖ ^ 6)⁻¹ := by
  have h := hφ.abs
  rw [abs_neg] at h
  obtain ⟨R, hR⟩ := eventually_atTop.1 (h.eventually_le_const (lt_add_one |C|))
  filter_upwards [eventually_ge_atTop (2 * R), eventually_ge_atTop (2 * ‖d‖),
    eventually_gt_atTop 0] with L h1 h2 h0 v hv
  have htri : L * ‖v‖ ≤ ‖d + L • v‖ + ‖d‖ := by
    calc L * ‖v‖ = ‖(d + L • v) - d‖ := by
          rw [add_sub_cancel_left, norm_smul, Real.norm_of_nonneg h0.le]
      _ ≤ _ := norm_sub_le _ _
  have hL : L ≤ L * ‖v‖ := le_mul_of_one_le_right h0.le hv
  generalize ‖d + L • v‖ = r at htri ⊢
  -- for a large cell the distance is at least half the lattice translation
  have hr : L * ‖v‖ ≤ 2 * r := by linarith
  have hφr := hR r (by linarith)
  have hp : (L * ‖v‖) ^ 6 ≤ (2 * r) ^ 6 := pow_le_pow_left₀ (by positivity) hr 6
  rw [← div_eq_mul_inv, le_div_iff₀ (pow_pos (one_pos.trans_le hv) 6), abs_mul,
    abs_of_nonneg (by positivity : 0 ≤ L ^ 6)]
  calc L ^ 6 * |φ r| * ‖v‖ ^ 6 = (L * ‖v‖) ^ 6 * |φ r| := by ring
    _ ≤ (2 * r) ^ 6 * |φ r| := mul_le_mul_of_nonneg_right hp (abs_nonneg _)
    _ = 64 * |r ^ 6 * φ r| := by
        rw [abs_mul, abs_of_nonneg (by positivity : 0 ≤ r ^ 6)]
        ring
    _ ≤ 64 * (|C| + 1) := by linarith
```

### (f) One pair of points, one image

For $v\ne0$, show that
$$L^6\varphi(\|d+Lv\|)\to-\frac{C}{\|v\|^6}.$$

Let $q=\|d/L+v\|$, so that $q\to\|v\|$ and $r=Lq\to\infty$. Then
$$L^6\varphi(r)=\frac{r^6\varphi(r)}{q^6},$$
and numerator and denominator converge separately. Lean uses this identity, `key`, once $L>0$ and $q\ne0$.

```lean
lemma term_tendsto (hφ : Tendsto (fun r => r ^ 6 * φ r) atTop (𝓝 (-C))) (d : Space)
    {v : Space} (hv : v ≠ 0) :
    Tendsto (fun L : ℝ => L ^ 6 * φ ‖d + L • v‖) atTop (𝓝 (-C * (‖v‖ ^ 6)⁻¹)) := by
  have hq : Tendsto (fun L : ℝ => ‖L⁻¹ • d + v‖) atTop (𝓝 ‖v‖) := by
    have h := (((tendsto_inv_atTop_zero (𝕜 := ℝ)).smul_const d).add_const v).norm
    rwa [zero_smul, zero_add] at h
  have hinf : Tendsto (fun L : ℝ => L * ‖L⁻¹ • d + v‖) atTop atTop :=
    tendsto_id.atTop_mul_pos (norm_pos_iff.2 hv) hq
  have h := (hφ.comp hinf).mul ((hq.pow 6).inv₀ (pow_ne_zero 6 (norm_ne_zero_iff.2 hv)))
  refine h.congr' ?_
  filter_upwards [eventually_gt_atTop 0, hq.eventually_ne (norm_ne_zero_iff.2 hv)]
    with L hL hne
  have hr : ‖d + L • v‖ = L * ‖L⁻¹ • d + v‖ := by
    calc ‖d + L • v‖ = ‖L • (L⁻¹ • d + v)‖ := by rw [smul_add, smul_inv_smul₀ hL.ne']
      _ = _ := by rw [norm_smul, Real.norm_of_nonneg hL.le]
  have key : ∀ q y : ℝ, q ≠ 0 → (L * q) ^ 6 * y * (q ^ 6)⁻¹ = L ^ 6 * y := by
    intro q y hq0
    field_simp
  rw [hr]
  exact key _ _ hne
```

### (g) Scaling the pair energy

For real $a$, show that
$$aE(v)=\tfrac12\sum_{i,j}w_iw_j\,\bigl(a\,\varphi(\|x_i-x_j+v\|)\bigr).$$

Distribute $a$ over the finite double sum.

```lean
lemma mul_pairEnergy (w : ι → ℝ) (x : ι → Space) (v : Space) (a : ℝ) :
    a * pairEnergy φ w x v = 1 / 2 * ∑ i, ∑ j, w i * w j * (a * φ ‖x i - x j + v‖) := by
  simp only [pairEnergy, Finset.mul_sum]
  exact Finset.sum_congr rfl fun i _ => Finset.sum_congr rfl fun j _ => by ring
```

### (h) The whole system and one image

For $v\neq0$, show that
$$L^6E(Lv)\to-\frac{CN^2}{2}\frac1{\|v\|^6}.$$

Apply (f) with $d=x_i-x_j$ to each term in (g) with $a=L^6$. The limit doesn't depend on $i,j$, and $\sum_{i,j}w_iw_j=N^2$, which is `hs`.

```lean
/-- If `r⁶ φ(r) → -C`, half the interaction with a copy displaced by `L v`, where `v ≠ 0`, times
`L⁶`, tends to `-(C N²/2) / ‖v‖⁶` as `L` grows, where `N` is the total weight. -/
theorem pairEnergy_tendsto (hφ : Tendsto (fun r => r ^ 6 * φ r) atTop (𝓝 (-C)))
    (w : ι → ℝ) (x : ι → Space) {v : Space} (hv : v ≠ 0) :
    Tendsto (fun L : ℝ => L ^ 6 * pairEnergy φ w x (L • v)) atTop
      (𝓝 (-(C * (∑ i, w i) ^ 2 / 2) * (‖v‖ ^ 6)⁻¹)) := by
  have hs : ∀ K : ℝ, ∑ i, ∑ j, w i * w j * K = (∑ i, w i) ^ 2 * K := by
    intro K
    rw [sq, Finset.sum_mul_sum, Finset.sum_mul]
    exact Finset.sum_congr rfl fun i _ => (Finset.sum_mul _ _ _).symm
  have h : Tendsto (fun L : ℝ => ∑ i, ∑ j, w i * w j * (L ^ 6 * φ ‖x i - x j + L • v‖))
      atTop (𝓝 (∑ i, ∑ j, w i * w j * (-C * (‖v‖ ^ 6)⁻¹))) :=
    tendsto_finsetSum _ fun i _ => tendsto_finsetSum _ fun j _ =>
      (term_tendsto hφ _ hv).const_mul _
  rw [hs] at h
  have e : -(C * (∑ i, w i) ^ 2 / 2) * (‖v‖ ^ 6)⁻¹ =
      1 / 2 * ((∑ i, w i) ^ 2 * (-C * (‖v‖ ^ 6)⁻¹)) := by ring
  rw [e]
  exact (h.const_mul (1 / 2)).congr fun L => (mul_pairEnergy w x _ _).symm
```

### (i) A bound for the whole system

Find $B$ such that for all large $L$ and all $\|v\|\ge1$,
$$|L^6E(Lv)|\le B\|v\|^{-6}.$$

Take $B=32(|C|+1)\sum_{i,j}|w_iw_j|$ and apply (e) to each pair. There are finitely many pairs, so one threshold for $L$ serves them all (`eventually_all`).

```lean
lemma pairEnergy_bound (hφ : Tendsto (fun r => r ^ 6 * φ r) atTop (𝓝 (-C)))
    (w : ι → ℝ) (x : ι → Space) :
    ∃ B : ℝ, ∀ᶠ L : ℝ in atTop, ∀ v : Space, 1 ≤ ‖v‖ →
      |L ^ 6 * pairEnergy φ w x (L • v)| ≤ B * (‖v‖ ^ 6)⁻¹ := by
  refine ⟨1 / 2 * ∑ i, ∑ j, |w i * w j| * (64 * (|C| + 1)), ?_⟩
  have h := eventually_all.2 fun i => eventually_all.2 fun j => term_bound hφ (x i - x j)
  filter_upwards [h] with L hL v hv
  rw [mul_pairEnergy, abs_mul, abs_of_pos (by norm_num : (0 : ℝ) < 1 / 2), mul_assoc]
  refine mul_le_mul_of_nonneg_left ?_ (by norm_num)
  rw [Finset.sum_mul]
  refine (Finset.abs_sum_le_sum_abs _ _).trans (Finset.sum_le_sum fun i _ => ?_)
  rw [Finset.sum_mul]
  refine (Finset.abs_sum_le_sum_abs _ _).trans (Finset.sum_le_sum fun j _ => ?_)
  rw [abs_mul (w i * w j), mul_assoc |w i * w j|]
  exact mul_le_mul_of_nonneg_left (hL i j v hv) (abs_nonneg _)
```

### (j) All images

Show that
$$L^6E_{\rm im}(L)\to-\frac{CN^2}{2}\,S.$$

By (h), each term $L^6E(Lm)$ converges. By (i) and (b), it is bounded by $B\|m\|^{-6}$ for large $L$, and by (c) this bound is summable. Dominated convergence for series lets the limit pass through the sum.

```lean
/-- If `r⁶ φ(r) → -C`, the interaction energy per cell with all periodic images, times `L⁶`, tends
to `-(C N²/2) ∑ ‖m‖⁻⁶` as the cell side `L` grows, where `N` is the total weight. -/
theorem imageEnergy_tendsto (hφ : Tendsto (fun r => r ^ 6 * φ r) atTop (𝓝 (-C)))
    (w : ι → ℝ) (x : ι → Space) :
    Tendsto (fun L : ℝ => L ^ 6 * imageEnergy φ w x L) atTop
      (𝓝 (-(C * (∑ i, w i) ^ 2 / 2) * latticeSum)) := by
  obtain ⟨B, hB⟩ := pairEnergy_bound hφ w x
  -- dominated convergence for the sum over images
  have h : Tendsto (fun L : ℝ => ∑' m : Image, L ^ 6 * pairEnergy φ w x (L • latticeVec m.1))
      atTop (𝓝 (∑' m : Image,
        -(C * (∑ i, w i) ^ 2 / 2) * (‖latticeVec m.1‖ ^ 6)⁻¹)) :=
    tendsto_tsum_of_dominated_convergence (summable_lattice.mul_left B)
      (fun m => pairEnergy_tendsto hφ w x
        (norm_pos_iff.1 (one_pos.trans_le (one_le_norm_latticeVec m))))
      (hB.mono fun L hL m => hL _ (one_le_norm_latticeVec m))
  simp only [tsum_mul_left] at h
  exact h
```

### (k) Convergence of the periodic energy

Show that for all sufficiently large $L$,
$$\sum_{m\in\mathbb Z^3}|E(Lm)|<\infty.$$

The bound in (i), divided by $L^6$, controls the terms with $m\ne0$; restoring $m=0$ adds one finite term. This matters because Lean's `∑'` returns 0 for a series that isn't summable. For real series, `Summable` is equivalent to absolute convergence.

```lean
/-- If `r⁶ φ(r) → -C`, the sum defining the periodic energy converges for every sufficiently
large cell. -/
theorem summable_periodic (hφ : Tendsto (fun r => r ^ 6 * φ r) atTop (𝓝 (-C)))
    (w : ι → ℝ) (x : ι → Space) :
    ∀ᶠ L : ℝ in atTop,
      Summable fun m : ℤ × ℤ × ℤ => pairEnergy φ w x (L • latticeVec m) := by
  obtain ⟨B, hB⟩ := pairEnergy_bound hφ w x
  filter_upwards [hB, eventually_gt_atTop 0] with L hL h0
  have h : Summable fun m : Image => L ^ 6 * pairEnergy φ w x (L • latticeVec m.1) :=
    Summable.of_norm_bounded (summable_lattice.mul_left B)
      fun m => hL _ (one_le_norm_latticeVec m)
  have h' := (summable_mul_left_iff (pow_ne_zero 6 h0.ne')).1 h
  exact (Set.finite_singleton (0 : ℤ × ℤ × ℤ)).summable_compl_iff.1 h'
```

### (l) Error relative to the isolated system

Show that
$$L^6\bigl(E_{\rm per}(L)-E(0)\bigr)\to-\frac{CN^2}{2}\,S.$$

By (k), the $m=0$ term may be split off for large $L$, so $E_{\rm per}(L)-E(0)=E_{\rm im}(L)$. Now use (j). Since $S>0$ by (d), the limit is nonzero whenever $C\ne0$ and $N\ne0$, and the error then decays exactly as $L^{-6}$.

```lean
/-- If `r⁶ φ(r) → -C`, the periodic energy minus the energy of the isolated system, times `L⁶`,
tends to `-(C N²/2) ∑ ‖m‖⁻⁶`, where `N` is the total weight. -/
theorem periodic_error_tendsto (hφ : Tendsto (fun r => r ^ 6 * φ r) atTop (𝓝 (-C)))
    (w : ι → ℝ) (x : ι → Space) :
    Tendsto (fun L : ℝ => L ^ 6 * (periodicEnergy φ w x L - pairEnergy φ w x 0)) atTop
      (𝓝 (-(C * (∑ i, w i) ^ 2 / 2) * latticeSum)) := by
  refine (imageEnergy_tendsto hφ w x).congr' ?_
  filter_upwards [summable_periodic hφ w x] with L hL
  have hz : L • latticeVec 0 = 0 := by
    ext i
    fin_cases i <;> simp [latticeVec]
  -- split off the home cell
  have h : pairEnergy φ w x (L • latticeVec 0) + imageEnergy φ w x L
      = periodicEnergy φ w x L := by
    have hs : ∑' m : ({0} : Set (ℤ × ℤ × ℤ)), pairEnergy φ w x (L • latticeVec m.1)
        = pairEnergy φ w x (L • latticeVec 0) :=
      tsum_singleton (0 : ℤ × ℤ × ℤ) (fun m => pairEnergy φ w x (L • latticeVec m))
    rw [← hs]
    exact hL.tsum_subtype_add_tsum_subtype_compl {0}
  rw [← h, hz, add_sub_cancel_left]
```

### (m) Extrapolation from two cells

Show that
$$L^6\left(\frac{64E_{\rm per}(2L)-E_{\rm per}(L)}{63}-E(0)\right)\to0.$$

Let $\Delta(L)=E_{\rm per}(L)-E(0)$. Since $64=2^6$, the left side equals
$$\frac{(2L)^6\Delta(2L)-L^6\Delta(L)}{63}.$$
Both terms in the numerator have the limit found in (l), so they cancel. For supercell calculations this suggests a two-point correction to the nonlocal correlation energy alone, within a model whose points and weights stay the same in both cells. The total energy of a molecule with a dipole moment can also contain electrostatic image errors that decay more slowly than $L^{-6}$, and this combination doesn't remove them.

```lean
/-- If `r⁶ φ(r) → -C`, the extrapolation `(64 E(2L) - E(L)) / 63` from two cells, where `E(L)` is
the periodic energy for side `L`, gives the energy of the isolated system with an error that
vanishes faster than `L⁻⁶`. -/
theorem two_cell_extrapolation (hφ : Tendsto (fun r => r ^ 6 * φ r) atTop (𝓝 (-C)))
    (w : ι → ℝ) (x : ι → Space) :
    Tendsto (fun L : ℝ => L ^ 6 * ((64 * periodicEnergy φ w x (2 * L)
      - periodicEnergy φ w x L) / 63 - pairEnergy φ w x 0)) atTop (𝓝 0) := by
  have h := periodic_error_tendsto hφ w x
  have hd : Tendsto (fun L : ℝ => 2 * L) atTop atTop :=
    tendsto_id.const_mul_atTop two_pos
  have h3 := ((h.comp hd).sub h).div_const 63
  rw [sub_self, zero_div] at h3
  refine h3.congr fun L => ?_
  simp only [Function.comp_apply]
  ring

end

end VdwDFPeriodicCell
```

```lean
#print axioms VdwDFPeriodicCell.latticeSum_pos
#print axioms VdwDFPeriodicCell.imageEnergy_tendsto
#print axioms VdwDFPeriodicCell.two_cell_extrapolation
```

```
'VdwDFPeriodicCell.latticeSum_pos' depends on axioms: [propext, Classical.choice, Quot.sound]
'VdwDFPeriodicCell.imageEnergy_tendsto' depends on axioms: [propext, Classical.choice, Quot.sound]
'VdwDFPeriodicCell.two_cell_extrapolation' depends on axioms: [propext, Classical.choice, Quot.sound]
```

## Other power-law tails

The same argument works by hand for $r^p\varphi(r)\to-C$ with any real $p>3$. In (c), each factor $1+a^2$ is raised to the power $p/6$, and the single series still converges because $p/3>1$. For $C\ne0$ and $N\ne0$ the error then scales as $L^{-p}$ with lattice sum $\sum_{m\ne0}\|m\|^{-p}$, and the extrapolation becomes $(2^pE_{\rm per}(2L)-E_{\rm per}(L))/(2^p-1)$.
